# The squared difference of two bounded Thomas-Fermi screening functions is convex

The theorem `convexOn_sq_sub` takes two solutions χ and φ of the dimensionless Thomas-Fermi equation χ'' = χ^(3/2)/√x for x > 0, each nonnegative, bounded and continuous on x ≥ 0. It states that (χ − φ)² is convex on x ≥ 0; no values at x = 0 are prescribed, and the two solutions may differ there. The attempt uses the second-derivative test for convexity, the second derivative being 2(χ' − φ')² + 2(χ − φ)(χ^(3/2) − φ^(3/2))/√x. The first term is a square, and the second is nonnegative because the source term of the equation grows with the screening function, which is the lemma `source_monotone`.

This version doesn't compile in Lean 4 with Mathlib:

```lean
import Mathlib

open Set Filter Topology

namespace ConvexOnSqSub

/-- A bounded Thomas-Fermi screening function: nonnegative, bounded and continuous on `x ≥ 0`,
and a solution of `χ'' = χ^(3/2) / √x` for `x > 0`. -/
structure IsBoundedSolution (χ : ℝ → ℝ) : Prop where
  continuousOn : ContinuousOn χ (Ici 0)
  nonneg : ∀ x, 0 ≤ x → 0 ≤ χ x
  bounded : ∃ M, ∀ x, 0 ≤ x → χ x ≤ M
  differentiable : ∀ x, 0 < x → DifferentiableAt ℝ χ x
  equation : ∀ x, 0 < x → HasDerivAt (deriv χ) (χ x ^ (3 / 2 : ℝ) / √x) x

/-- The Thomas-Fermi source term is monotone in the screening function: for nonnegative `a`, `b`
and `s`, the differences `a - b` and `a^(3/2)/s - b^(3/2)/s` have a nonnegative product. -/
theorem source_monotone {a b s : ℝ} (ha : 0 ≤ a) (hb : 0 ≤ b) (hs : 0 ≤ s) :
    0 ≤ (a - b) * (a ^ (3 / 2 : ℝ) / s - b ^ (3 / 2 : ℝ) / s) := by
  rcases le_total a b with h | h
  · have h' := div_le_div_of_nonneg_right
      (Real.rpow_le_rpow ha h (by norm_num : (0 : ℝ) ≤ 3 / 2)) hs
    nlinarith [mul_nonneg (sub_nonneg.2 h) (sub_nonneg.2 h')]
  · have h' := div_le_div_of_nonneg_right
      (Real.rpow_le_rpow hb h (by norm_num : (0 : ℝ) ≤ 3 / 2)) hs
    exact mul_nonneg (sub_nonneg.2 h) (sub_nonneg.2 h')

/-- The squared difference of two bounded Thomas-Fermi screening functions is convex on
`x ≥ 0`. -/
theorem convexOn_sq_sub {χ φ : ℝ → ℝ} (h₁ : IsBoundedSolution χ) (h₂ : IsBoundedSolution φ) :
    ConvexOn ℝ (Ici 0) (fun x => (χ x - φ x) ^ 2) := by
  have hd : ∀ x, 0 < x → HasDerivAt (fun y => χ y - φ y) (deriv χ x - deriv φ x) x :=
    fun x hx => (h₁.differentiable x hx).hasDerivAt.fun_sub (h₂.differentiable x hx).hasDerivAt
  refine convexOn_of_hasDerivWithinAt2_nonneg
    (f' := fun x => 2 * (χ x - φ x) * (deriv χ x - deriv φ x))
    (f'' := fun x => 2 * (deriv χ x - deriv φ x) * (deriv χ x - deriv φ x) +
      2 * (χ x - φ x) * (χ x ^ (3 / 2 : ℝ) / √x - φ x ^ (3 / 2 : ℝ) / √x))
    (convex_Ici 0) ((h₁.continuousOn.sub h₂.continuousOn).pow 2) ?_ ?_ ?_
  · intro x hx
    have hx' : 0 < x := by simpa [interior_Ici] using hx
    exact (((hd x hx').fun_pow 2).congr_deriv (by simp)).hasDerivWithinAt
  · intro x hx
    have hx' : 0 < x := by simpa [interior_Ici] using hx
    exact (((hd x hx').const_mul 2).fun_mul
      ((h₁.equation x hx').fun_sub (h₂.equation x hx'))).hasDerivWithinAt
  · intro x hx
    have hx' : 0 ≤ x := interior_subset hx
    have hs := source_monotone (h₁.nonneg x hx') (h₂.nonneg x hx') (Real.sqrt_nonneg x)
    dsimp only
    nlinarith [mul_self_nonneg (deriv χ x - deriv φ x)]

end ConvexOnSqSub
```

The error:

```
Main.lean:49:4: error: `dsimp` made no progress
```

What went wrong. The one error is in the last step, where the second derivative has to be shown nonnegative. The line `dsimp only` was there to tidy the goal, in case it still showed the function given as `f''` applied to `x` instead of the formula at `x`. The message says that `dsimp` found nothing to simplify: the goal was already in a form that `dsimp only` leaves unchanged. Lean treats a `dsimp` call that changes nothing as an error, so the proof failed there though the mathematics was sound.

The repair deletes the call and leaves a blank line, which has no effect. `nlinarith` then works on the goal as it stands. It has the square of χ' − φ' as a hint and the nonnegative product `hs` in the context, and the goal is twice the first plus twice the second.

The change, after which it compiles:

```diff
@@ -47,5 +47,5 @@
     have hx' : 0 ≤ x := interior_subset hx
     have hs := source_monotone (h₁.nonneg x hx') (h₂.nonneg x hx') (Real.sqrt_nonneg x)
-    dsimp only
+
     nlinarith [mul_self_nonneg (deriv χ x - deriv φ x)]
 
```
